# Every antisymmetric function of two spin-1/2 particles splits uniquely into a singlet and a triplet part

If we assume that a two-electron wavefunction is always one spatial function times one spin function, we lose some ordinary Slater determinants. Put one electron in orbital a with spin up and the other in orbital b with spin down:

ψ = [a(x) b(y) ↑↓ − b(x) a(y) ↓↑] / √2

When a and b are linearly independent, the two spin configurations carry spatial functions that are not proportional, so no single product equals ψ. Where the electrons meet, at y = x, the formula becomes a(x) b(x) (↑↓ − ↓↑)/√2, whose spin factor is the singlet.

A sum of four products is enough for every case, and what happens at y = x is general. Any exchange-antisymmetric ψ is a symmetric spatial function times the singlet plus three antisymmetric spatial functions times the triplets. The four functions are unique, and the triplet part vanishes at x = y.

## Positions, spins and exchange

```lean
import Mathlib

open Finset

namespace SingletTriplet

noncomputable section

variable {X : Type*}
```

After loading the mathematical library Mathlib, the code lets `X` be any type, which here means any set of positions: lattice sites, grid points or all of space. Finiteness is required only in the last theorem.

```lean
/-- A two-particle function that changes sign when the two arguments are exchanged. -/
def ExchangeOdd {α : Type*} (f : α → α → ℂ) : Prop := ∀ p q, f q p = -f p q
```

`ExchangeOdd f` says that f(q, p) = −f(p, q) for all p and q. The arguments may come from any set `α`. The definition therefore serves both for full wavefunctions, whose arguments are position-spin pairs, and for purely spatial functions.

```lean
/-- A two-particle function that is unchanged when the two arguments are exchanged. -/
def ExchangeEven {α : Type*} (f : α → α → ℂ) : Prop := ∀ p q, f q p = f p q
```

`ExchangeEven f` is the symmetric counterpart, f(q, p) = f(p, q).

## The four spinors

```lean
/-- The normalisation constant `1/√2`. -/
def invSqrtTwo : ℝ := (Real.sqrt 2)⁻¹
```

This is the normalisation constant, written c below:

c = 1/√2

```lean
/-- The singlet spinor `(↑↓ - ↓↑)/√2`; `true` is spin up and `false` is spin down. -/
def singlet : Bool → Bool → ℂ
  | true, true => 0
  | true, false => (invSqrtTwo : ℂ)
  | false, true => -(invSqrtTwo : ℂ)
  | false, false => 0
```

Spin is a `Bool`, with `true` for up and `false` for down. A two-particle spinor is a table of four complex numbers, one per spin configuration. The singlet S has

S(↑,↓) = c, S(↓,↑) = −c,

and zeros elsewhere. It changes sign when the spins are exchanged.

```lean
/-- The triplet spinor `↑↑`. -/
def tripletUp : Bool → Bool → ℂ
  | true, true => 1
  | true, false => 0
  | false, true => 0
  | false, false => 0
```

The first triplet spinor is ↑↑: it equals 1 when both spins are up and 0 otherwise.

```lean
/-- The triplet spinor `(↑↓ + ↓↑)/√2`. -/
def tripletZero : Bool → Bool → ℂ
  | true, true => 0
  | true, false => (invSqrtTwo : ℂ)
  | false, true => (invSqrtTwo : ℂ)
  | false, false => 0
```

The second is (↑↓ + ↓↑)/√2. "Zero" in its name refers to the total spin projection.

```lean
/-- The triplet spinor `↓↓`. -/
def tripletDown : Bool → Bool → ℂ
  | true, true => 0
  | true, false => 0
  | false, true => 0
  | false, false => 1
```

The third is ↓↓.

```lean
/-- The three triplet spinors, listed as `↑↑`, `(↑↓ + ↓↑)/√2`, `↓↓`. -/
def triplet : Fin 3 → Bool → Bool → ℂ := ![tripletUp, tripletZero, tripletDown]
```

The three are collected in a list indexed by `Fin 3`, that is, by m = 0, 1, 2. This m is the place in the list, not the spin projection. In the notation used here,

T₀ = ↑↑, T₁ = (↑↓ + ↓↑)/√2, T₂ = ↓↓.

All three are unchanged when the spins are exchanged. The code gives these spinors explicitly and defines no spin operators, so "singlet" and "triplet" name these tables and no total-spin eigenvalue is derived.

## Building a wavefunction and taking it apart

```lean
/-- The sum of three spatial functions times the triplet spinors. -/
def tripletPart (G : Fin 3 → X → X → ℂ) (p q : X × Bool) : ℂ :=
  ∑ m, G m p.1 q.1 * triplet m p.2 q.2
```

A particle's coordinate is a pair such as p = (x, s), with position `p.1` and spin `p.2`. With q = (y, t), the triplet part is

∑ₘ Gₘ(x, y) Tₘ(s, t).

```lean
/-- A spatial function times the singlet plus three spatial functions times the triplets. -/
def combine (F : X → X → ℂ) (G : Fin 3 → X → X → ℂ) (p q : X × Bool) : ℂ :=
  F p.1 q.1 * singlet p.2 q.2 + tripletPart G p q
```

`combine F G` adds the singlet term:

F(x, y) S(s, t) + ∑ₘ Gₘ(x, y) Tₘ(s, t)

No symmetry of F or G is assumed yet.

```lean
/-- The spatial amplitude of `ψ` along the singlet: its spin overlap with that real spinor. -/
def singletAmp (ψ : X × Bool → X × Bool → ℂ) (x y : X) : ℂ :=
  ∑ s, ∑ t, singlet s t * ψ (x, s) (y, t)
```

The singlet amplitude is the overlap of ψ with S in spin space at fixed positions. The spinor is real, so no complex conjugate appears. Writing ψ↑↓ for ψ(x,↑; y,↓), and similarly for the other configurations, we have

F = c (ψ↑↓ − ψ↓↑).

```lean
/-- The spatial amplitudes of `ψ` along the triplets: its spin overlaps with those real spinors. -/
def tripletAmp (ψ : X × Bool → X × Bool → ℂ) (m : Fin 3) (x y : X) : ℂ :=
  ∑ s, ∑ t, triplet m s t * ψ (x, s) (y, t)
```

The triplet amplitudes are the corresponding overlaps with Tₘ:

G₀ = ψ↑↑, G₁ = c (ψ↑↓ + ψ↓↑), G₂ = ψ↓↓

## Completeness and orthonormality

```lean
/-- The square of `1/√2` is one half. -/
theorem invSqrtTwo_sq : invSqrtTwo * invSqrtTwo = 1 / 2 := by
  rw [invSqrtTwo, ← mul_inv, Real.mul_self_sqrt (by norm_num)]
  norm_num
```

This is the first theorem. Its statement stands between the colon and `:=`, and its proof follows `by`. By hand, c² = 1/(√2·√2) = 1/2, and the proof rewrites the expression in the same way.

```lean
/-- The square of `1/√2`, read as a complex number, is one half. -/
theorem invSqrtTwo_sq_complex : (invSqrtTwo : ℂ) * (invSqrtTwo : ℂ) = 1 / 2 := by
  rw [← Complex.ofReal_mul, invSqrtTwo_sq]
  norm_num
```

The same fact is restated for c regarded as a complex number, because the wavefunctions are complex.

```lean
/-- Completeness: every two-particle function is rebuilt from its singlet and triplet
amplitudes. -/
theorem combine_amplitudes (ψ : X × Bool → X × Bool → ℂ) :
    combine (singletAmp ψ) (tripletAmp ψ) = ψ := by
  have h := invSqrtTwo_sq_complex
  funext ⟨x, s⟩ ⟨y, t⟩
  cases s <;> cases t <;>
    simp [combine, tripletPart, singletAmp, tripletAmp, Fin.sum_univ_three, triplet,
      singlet, tripletUp, tripletZero, tripletDown]
  -- only the two antiparallel spin configurations need the normalisation
  · linear_combination 2 * ψ (x, false) (y, true) * h
  · linear_combination 2 * ψ (x, true) (y, false) * h
```

Taking the amplitudes of any ψ and recombining them gives ψ back. The parallel configurations are immediate. For the antiparallel ones,

cF + cG₁ = c² (ψ↑↓ − ψ↓↑ + ψ↑↓ + ψ↓↑) = 2c² ψ↑↓ = ψ↑↓,
−cF + cG₁ = 2c² ψ↓↑ = ψ↓↑.

In the proof, `funext` reduces equality of functions to equality at every argument, and `cases` separates the four spin configurations. `simp` expands the definitions and settles the parallel cases. `linear_combination` then finishes the other two by checking that the remaining equation is an algebraic multiple of c² = 1/2.

```lean
/-- Orthonormality: the amplitudes of a singlet-triplet combination are the spatial functions
it was built from. -/
theorem amplitudes_combine (F : X → X → ℂ) (G : Fin 3 → X → X → ℂ) :
    singletAmp (combine F G) = F ∧ tripletAmp (combine F G) = G := by
  have h := invSqrtTwo_sq_complex
  constructor
  · funext x y
    simp [combine, tripletPart, singletAmp, Fin.sum_univ_three, triplet,
      singlet, tripletUp, tripletZero, tripletDown]
    linear_combination 2 * F x y * h
  · funext m x y
    fin_cases m <;>
      simp [combine, tripletPart, tripletAmp, Fin.sum_univ_three, triplet,
        singlet, tripletUp, tripletZero, tripletDown]
    linear_combination 2 * G 1 x y * h
```

In the other direction, the amplitudes of `combine F G` are F and G themselves. The combination has the components

↑↑: G₀, ↑↓: c(F + G₁), ↓↑: c(G₁ − F), ↓↓: G₂.

Its singlet amplitude is therefore

c²(F + G₁) − c²(G₁ − F) = 2c² F = F,

and its T₁ amplitude is

c²(F + G₁) + c²(G₁ − F) = 2c² G₁ = G₁.

G₀ and G₂ are read off directly. The command `fin_cases m` treats m = 0, 1, 2 in turn. Since the spatial functions can be recovered from the combination, two different pairs (F, G) cannot give the same wavefunction.

## What antisymmetry does to the amplitudes

```lean
/-- An exchange-odd function has a symmetric singlet amplitude and antisymmetric triplet
amplitudes. -/
theorem amplitudes_symmetry {ψ : X × Bool → X × Bool → ℂ} (hψ : ExchangeOdd ψ) :
    ExchangeEven (singletAmp ψ) ∧ ∀ m, ExchangeOdd (tripletAmp ψ m) := by
  constructor
  · intro x y
    simp only [singletAmp, Fintype.sum_bool, singlet]
    linear_combination (invSqrtTwo : ℂ) * hψ (x, false) (y, true)
      - (invSqrtTwo : ℂ) * hψ (x, true) (y, false)
  · intro m x y
    fin_cases m <;> simp [tripletAmp, triplet, tripletUp, tripletZero, tripletDown]
    · linear_combination hψ (x, true) (y, true)
    · linear_combination (invSqrtTwo : ℂ) * hψ (x, false) (y, true)
        + (invSqrtTwo : ℂ) * hψ (x, true) (y, false)
    · linear_combination hψ (x, false) (y, false)
```

Now let ψ be exchange-odd. Exchanging the positions in the singlet amplitude gives

F(y, x) = c [ψ(y,↑; x,↓) − ψ(y,↓; x,↑)]
= c [−ψ(x,↓; y,↑) + ψ(x,↑; y,↓)]
= F(x, y).

In G₁ the two terms have equal signs, so the minus sign survives:

G₁(y, x) = −c [ψ(x,↓; y,↑) + ψ(x,↑; y,↓)] = −G₁(x, y)

G₀ and G₂ are single components of ψ with equal spins, and they change sign directly. Each `linear_combination` line names the instances of the antisymmetry hypothesis `hψ` that this calculation uses.

```lean
/-- A singlet-triplet combination is exchange-odd exactly when its singlet function is symmetric
and its three triplet functions are antisymmetric. -/
theorem combine_odd_iff (F : X → X → ℂ) (G : Fin 3 → X → X → ℂ) :
    ExchangeOdd (combine F G) ↔ ExchangeEven F ∧ ∀ m, ExchangeOdd (G m) := by
  constructor
  · intro h
    have key := amplitudes_symmetry h
    rwa [(amplitudes_combine F G).1, (amplitudes_combine F G).2] at key
  · rintro ⟨hF, hG⟩ ⟨x, s⟩ ⟨y, t⟩
    cases s <;> cases t <;>
      simp [combine, tripletPart, Fin.sum_univ_three, triplet, singlet, tripletUp,
        tripletZero, tripletDown, hF x y, hG 0 x y, hG 1 x y, hG 2 x y] <;> ring
```

The symbol `↔` means "if and only if". From left to right, the previous theorem is applied to the combination, whose amplitudes are F and G. From right to left, the spin symmetries supply the signs:

F(y, x) S(t, s) = F(x, y) · (−S(s, t))
Gₘ(y, x) Tₘ(t, s) = −Gₘ(x, y) · Tₘ(s, t)

Every term changes sign, and so does their sum. Lean checks this for each of the four spin configurations.

## The triplet part at coincident positions

```lean
/-- A triplet part with antisymmetric spatial functions vanishes at coincident positions. -/
theorem tripletPart_coincident {G : Fin 3 → X → X → ℂ} (hG : ∀ m, ExchangeOdd (G m))
    (x : X) (s t : Bool) : tripletPart G (x, s) (x, t) = 0 := by
  refine Finset.sum_eq_zero fun m _ => ?_
  have h0 : G m x x = 0 := by linear_combination (1 / 2 : ℂ) * hG m x x
  change G m x x * triplet m s t = 0
  rw [h0, zero_mul]
```

If Gₘ is antisymmetric, setting y = x gives

Gₘ(x, x) = −Gₘ(x, x), hence Gₘ(x, x) = 0.

Every term of the triplet sum then vanishes, whatever the spins. The line beginning `have h0` is this argument: half of the antisymmetry equation gives Gₘ(x, x) = 0.

```lean
/-- Every exchange-odd function of two spin-1/2 particles is, in exactly one way, a symmetric
spatial function times the singlet plus three antisymmetric ones times the triplets; in any
singlet-triplet expansion of it the triplet part vanishes at coincident positions. -/
theorem singlet_triplet_decomposition {ψ : X × Bool → X × Bool → ℂ} (hψ : ExchangeOdd ψ) :
    (∃! A : (X → X → ℂ) × (Fin 3 → X → X → ℂ),
      ExchangeEven A.1 ∧ (∀ m, ExchangeOdd (A.2 m)) ∧ combine A.1 A.2 = ψ) ∧
    ∀ F G, combine F G = ψ → ∀ x s t, tripletPart G (x, s) (x, t) = 0 := by
  constructor
  · refine ⟨(singletAmp ψ, tripletAmp ψ), ⟨(amplitudes_symmetry hψ).1,
      (amplitudes_symmetry hψ).2, combine_amplitudes ψ⟩, ?_⟩
    -- uniqueness: the amplitudes can be read off by projection
    rintro ⟨F, G⟩ ⟨-, -, h⟩
    change combine F G = ψ at h
    rw [← h, (amplitudes_combine F G).1, (amplitudes_combine F G).2]
  · intro F G h x s t
    rw [← h] at hψ
    exact tripletPart_coincident ((combine_odd_iff F G).1 hψ).2 x s t
```

This is the main theorem. Its only hypothesis, `hψ`, is that ψ is exchange-odd, the Pauli requirement for two identical fermions. The symbol `∃!` means "there is exactly one", and `A` is the pair (F, G), with `A.1` for F and `A.2` for G. The second half says that in any expansion of ψ, even one whose F and G were not assumed to have a symmetry, the triplet part is zero at coincident positions.

For existence, the proof supplies the amplitudes of ψ, which have the right symmetries and rebuild ψ. For uniqueness, it takes a competing pair with `combine F G = ψ` and reads off its amplitudes. The dashes in `⟨-, -, h⟩` discard the competitor's symmetry conditions, which are not needed. For the vanishing, `combine_odd_iff` shows that the Gₘ are antisymmetric, and the preceding theorem applies.

Without the hypothesis on ψ the statement fails even for a single position x. Let ψ be 1 when both spins are up and 0 otherwise. Its only expansion has F = 0, G₀ = 1 and G₁ = G₂ = 0. This G₀ is not antisymmetric, and the triplet part at (x, x) is 1 for two up spins.

For the determinant at the start, the formulas give

F = ½ [a(x) b(y) + b(x) a(y)],
G₁ = ½ [a(x) b(y) − b(x) a(y)],

with G₀ = G₂ = 0. When a and b are linearly independent, both F and G₁ are nonzero, so the determinant is a superposition of singlet and triplet parts. Only its singlet part can survive at x = y.

```lean
/-- At coincident positions an exchange-odd function equals its singlet amplitude times the
singlet spinor. -/
theorem coincident_eq_singlet {ψ : X × Bool → X × Bool → ℂ} (hψ : ExchangeOdd ψ)
    (x : X) (s t : Bool) : ψ (x, s) (x, t) = singletAmp ψ x x * singlet s t := by
  have h := congrFun (congrFun (combine_amplitudes ψ) (x, s)) (x, t)
  rw [← h]
  change singletAmp ψ x x * singlet s t + tripletPart (tripletAmp ψ) (x, s) (x, t) = _
  rw [tripletPart_coincident (amplitudes_symmetry hψ).2, add_zero]
```

At coincident positions the full wavefunction is therefore

ψ(x, s; x, t) = F(x, x) S(s, t).

The proof expands ψ in its amplitudes and removes the triplet part. Two particles with parallel spins thus have zero amplitude at the same point, while antiparallel spins give ±c F(x, x). In a two-electron lattice model with one orbital per site, such as the Hubbard model, an on-site repulsion consequently acts only on the singlet part. The code defines no Hamiltonian, and it says nothing about the slope of the wavefunction near coincidence, which is the subject of cusp conditions.

## Adding up the norms

```lean
/-- On a finite set of positions, the squared norm of a singlet-triplet combination is the sum of
the squared norms of its four spatial functions. -/
theorem norm_sq_combine [Fintype X] (F : X → X → ℂ) (G : Fin 3 → X → X → ℂ) :
    ∑ p, ∑ q, ‖combine F G p q‖ ^ 2 =
      ∑ x, ∑ y, (‖F x y‖ ^ 2 + ∑ m, ‖G m x y‖ ^ 2) := by
  have h := invSqrtTwo_sq
  simp only [Fintype.sum_prod_type]
  refine Finset.sum_congr rfl fun x _ => ?_
  rw [Finset.sum_comm]
  refine Finset.sum_congr rfl fun y _ => ?_
  -- at fixed positions the cross terms cancel in the spin sum
  simp only [Complex.sq_norm, Complex.normSq_apply]
  simp [combine, tripletPart, Fin.sum_univ_three, triplet, singlet, tripletUp,
    tripletZero, tripletDown]
  linear_combination 2 * ((F x y).re ^ 2 + (F x y).im ^ 2
    + (G 1 x y).re ^ 2 + (G 1 x y).im ^ 2) * h

end

end SingletTriplet
```

Here `[Fintype X]` makes the set of positions finite, and each position has weight one in the sums. No exchange symmetry is needed. At fixed positions the spin sum is

|G₀|² + |G₂|² + c²|F + G₁|² + c²|G₁ − F|².

The cross terms between F and G₁ cancel, and 2c² = 1 leaves

|F|² + |G₀|² + |G₁|² + |G₂|².

Summing over x and y gives the theorem. Lean first groups the sums by position, then writes each squared modulus through real and imaginary parts, and finishes with c² = 1/2. For a normalised ψ on a finite set of positions, the singlet and triplet weights therefore add up to one.

```lean
#print axioms SingletTriplet.singlet_triplet_decomposition
#print axioms SingletTriplet.coincident_eq_singlet
#print axioms SingletTriplet.norm_sq_combine
```

```
'SingletTriplet.singlet_triplet_decomposition' depends on axioms: [propext, Classical.choice, Quot.sound]
'SingletTriplet.coincident_eq_singlet' depends on axioms: [propext, Classical.choice, Quot.sound]
'SingletTriplet.norm_sq_combine' depends on axioms: [propext, Classical.choice, Quot.sound]
```
